# The Kubo correlation of a matrix with itself is at most its symmetrised second moment

For a positive definite matrix $\rho$ and a complex matrix $A$ of the same finite size, the Kubo correlation of $A$ with itself is taken here as $\int_0^1\mathrm{Tr}(\rho^{1-s}A^\dagger\rho^sA)\,ds$, with the real powers of $\rho$ defined through its eigenvalues and eigenvectors. This quantity is defined as a complex number, so its being real is part of what is proved. It is nonnegative, vanishes only for $A=0$, and is bounded by $\tfrac12\mathrm{Tr}\,\rho(A^\dagger A+AA^\dagger)$.

```lean
import Mathlib

open Matrix
open scoped ComplexOrder

namespace CanonicalCorrelationBound

noncomputable section

variable {n : Type*} [Fintype n] [DecidableEq n] {ρ : Matrix n n ℂ}

/-- The unitary matrix whose columns are eigenvectors of `ρ`. -/
def eigU (hρ : ρ.PosDef) : Matrix n n ℂ := hρ.isHermitian.eigenvectorUnitary

/-- The eigenvalues (populations) of `ρ`. -/
def pop (hρ : ρ.PosDef) (i : n) : ℝ := hρ.isHermitian.eigenvalues i

/-- The real power `ρ ^ s`, taken on the eigenvalues of `ρ`. -/
def power (hρ : ρ.PosDef) (s : ℝ) : Matrix n n ℂ :=
  eigU hρ * diagonal (fun i => ((pop hρ i ^ s : ℝ) : ℂ)) * (eigU hρ)ᴴ

/-- The matrix of the operator `A` in the eigenbasis of `ρ`. -/
def eigenRep (hρ : ρ.PosDef) (A : Matrix n n ℂ) : Matrix n n ℂ :=
  (eigU hρ)ᴴ * A * eigU hρ

/-- The Kubo canonical correlation of `A` with itself,
the integral of `Tr (ρ^(1-s) A† ρ^s A)` over `s` from 0 to 1. -/
def kubo (hρ : ρ.PosDef) (A : Matrix n n ℂ) : ℂ :=
  ∫ s in (0 : ℝ)..1, trace (power hρ (1 - s) * Aᴴ * power hρ s * A)

/-- The average of the weighted geometric means `a^(1-s) b^s` over `s` from 0 to 1. -/
def kuboMean (a b : ℝ) : ℝ := ∫ s in (0 : ℝ)..1, a ^ (1 - s) * b ^ s

/-- The eigenvector matrix of `ρ` is unitary. -/
theorem eigU_unitary (hρ : ρ.PosDef) :
    (eigU hρ)ᴴ * eigU hρ = 1 ∧ eigU hρ * (eigU hρ)ᴴ = 1 :=
  ⟨mem_unitaryGroup_iff'.1 hρ.isHermitian.eigenvectorUnitary.2,
    mem_unitaryGroup_iff.1 hρ.isHermitian.eigenvectorUnitary.2⟩

/-- The zeroth power of `ρ` is the identity and the first power is `ρ` itself. -/
theorem power_zero_one (hρ : ρ.PosDef) : power hρ 0 = 1 ∧ power hρ 1 = ρ := by
  constructor
  · simp only [power, Real.rpow_zero, Complex.ofReal_one, diagonal_one, mul_one]
    exact (eigU_unitary hρ).2
  · have h := hρ.isHermitian.spectral_theorem
    rw [Unitary.conjStarAlgAut_apply] at h
    simp only [power, Real.rpow_one]
    exact h.symm

/-- In the eigenbasis of `ρ`, the trace of `ρ^s A† ρ^t A` is a sum of squared matrix elements
of `A` weighted by powers of the populations. -/
theorem trace_power (hρ : ρ.PosDef) (A : Matrix n n ℂ) (s t : ℝ) :
    trace (power hρ s * Aᴴ * power hρ t * A) =
      ((∑ j, ∑ i, pop hρ j ^ s * pop hρ i ^ t * Complex.normSq (eigenRep hρ A i j) : ℝ) : ℂ) := by
  -- cyclicity moves the outer unitary to the right
  have h : trace (power hρ s * Aᴴ * power hρ t * A) =
      trace (diagonal (fun i => ((pop hρ i ^ s : ℝ) : ℂ)) * (eigenRep hρ A)ᴴ *
        diagonal (fun i => ((pop hρ i ^ t : ℝ) : ℂ)) * eigenRep hρ A) := by
    simp only [power, eigenRep, conjTranspose_mul, conjTranspose_conjTranspose, mul_assoc]
    rw [trace_mul_comm]
    simp only [mul_assoc]
  rw [h, trace, Complex.ofReal_sum]
  refine Finset.sum_congr rfl fun j _ => ?_
  rw [diag_apply, Matrix.mul_apply, Complex.ofReal_sum]
  refine Finset.sum_congr rfl fun i _ => ?_
  rw [mul_diagonal, diagonal_mul, conjTranspose_apply, Complex.ofReal_mul, Complex.ofReal_mul]
  have hz : star (eigenRep hρ A i j) * eigenRep hρ A i j =
      (Complex.normSq (eigenRep hρ A i j) : ℂ) := Complex.normSq_eq_conj_mul_self.symm
  rw [← hz]
  ring

/-- For positive `a` and `b` the Kubo mean is positive and at most the arithmetic mean,
with equality exactly when `a = b`. -/
theorem kuboMean_bounds {a b : ℝ} (ha : 0 < a) (hb : 0 < b) :
    0 < kuboMean a b ∧ kuboMean a b ≤ (a + b) / 2 ∧
      (kuboMean a b = (a + b) / 2 ↔ a = b) := by
  have hc : Continuous fun s : ℝ => a ^ (1 - s) * b ^ s :=
    (continuous_const.rpow (continuous_const.sub continuous_id) fun _ => Or.inl ha.ne').mul
      (continuous_const.rpow continuous_id fun _ => Or.inl hb.ne')
  have hl : Continuous fun s : ℝ => (1 - s) * a + s * b := by fun_prop
  have hint : ∫ s in (0 : ℝ)..1, ((1 - s) * a + s * b) = (a + b) / 2 := by
    rw [intervalIntegral.integral_eq_sub_of_hasDerivAt
      (f := fun s : ℝ => a * s + (b - a) / 2 * (s * s)) (fun s _ => ?_)
      (hl.intervalIntegrable 0 1)]
    · ring
    · exact (((hasDerivAt_id' s).const_mul a).fun_add
        (((hasDerivAt_id' s).fun_mul (hasDerivAt_id' s)).const_mul ((b - a) / 2))).congr_deriv
        (by ring)
  have heq : a = b → kuboMean a b = (a + b) / 2 := by
    rintro rfl
    have h : ∀ s : ℝ, a ^ (1 - s) * a ^ s = a := fun s => by
      rw [← Real.rpow_add ha, sub_add_cancel, Real.rpow_one]
    simp [kuboMean, h]
  -- for different arguments the inequality is strict at s = 1/2
  have hlt : a ≠ b → kuboMean a b < (a + b) / 2 := by
    intro hab
    rw [← hint]
    refine intervalIntegral.integral_lt_integral_of_continuousOn_of_le_of_exists_lt one_pos
      hc.continuousOn hl.continuousOn (fun s hs => ?_) ⟨1 / 2, by norm_num, ?_⟩
    · exact Real.geom_mean_le_arith_mean2_weighted (by linarith [hs.2]) hs.1.le ha.le hb.le
        (by ring)
    · have h2 : (1 : ℝ) - 1 / 2 = 1 / 2 := by norm_num
      rw [h2, ← Real.sqrt_eq_rpow, ← Real.sqrt_eq_rpow]
      have hx := Real.sq_sqrt ha.le
      have hy := Real.sq_sqrt hb.le
      have hne : √a - √b ≠ 0 := fun h => hab (by rw [← hx, ← hy, sub_eq_zero.1 h])
      have hpos : 0 < (√a - √b) ^ 2 := by positivity
      nlinarith
  refine ⟨intervalIntegral.intervalIntegral_pos_of_pos (hc.intervalIntegrable 0 1)
    (fun s => by positivity) one_pos, ?_, fun h => ?_, heq⟩
  · by_cases hab : a = b
    · exact (heq hab).le
    · exact (hlt hab).le
  · by_contra hab
    exact (hlt hab).ne h

/-- The Kubo quantity is the sum of the squared matrix elements of `A` in the eigenbasis of `ρ`,
each weighted by the Kubo mean of two populations. -/
theorem kubo_eq_sum (hρ : ρ.PosDef) (A : Matrix n n ℂ) :
    kubo hρ A = ((∑ j, ∑ i, kuboMean (pop hρ j) (pop hρ i) *
      Complex.normSq (eigenRep hρ A i j) : ℝ) : ℂ) := by
  have hc : ∀ i j, Continuous fun s : ℝ => pop hρ j ^ (1 - s) * pop hρ i ^ s *
      Complex.normSq (eigenRep hρ A i j) := fun i j =>
    ((continuous_const.rpow (continuous_const.sub continuous_id)
      fun _ => Or.inl (hρ.eigenvalues_pos j).ne').mul
      (continuous_const.rpow continuous_id
        fun _ => Or.inl (hρ.eigenvalues_pos i).ne')).mul continuous_const
  simp only [kubo, trace_power]
  rw [intervalIntegral.integral_ofReal, intervalIntegral.integral_finsetSum fun j _ =>
    (continuous_finsetSum _ fun i _ => hc i j).intervalIntegrable 0 1]
  congr 1
  refine Finset.sum_congr rfl fun j _ => ?_
  rw [intervalIntegral.integral_finsetSum fun i _ => (hc i j).intervalIntegrable 0 1]
  exact Finset.sum_congr rfl fun i _ => intervalIntegral.integral_mul_const _ _

/-- The symmetrised second moment of `A` is the sum of the squared matrix elements of `A` in the
eigenbasis of `ρ`, each weighted by the arithmetic mean of two populations. -/
theorem symmetrized_eq_sum (hρ : ρ.PosDef) (A : Matrix n n ℂ) :
    1 / 2 * trace (ρ * (Aᴴ * A + A * Aᴴ)) = ((∑ j, ∑ i, (pop hρ j + pop hρ i) / 2 *
      Complex.normSq (eigenRep hρ A i j) : ℝ) : ℂ) := by
  have h1 := trace_power hρ A 1 0
  have h2 := trace_power hρ A 0 1
  simp only [(power_zero_one hρ).1, (power_zero_one hρ).2, mul_one, one_mul,
    Real.rpow_one, Real.rpow_zero] at h1 h2
  rw [mul_add, trace_add, ← mul_assoc ρ Aᴴ A, ← mul_assoc ρ A Aᴴ, trace_mul_comm (ρ * A) Aᴴ,
    ← mul_assoc Aᴴ ρ A, h1, h2]
  push_cast
  rw [← Finset.sum_add_distrib, Finset.mul_sum]
  refine Finset.sum_congr rfl fun j _ => ?_
  rw [← Finset.sum_add_distrib, Finset.mul_sum]
  exact Finset.sum_congr rfl fun i _ => by ring

/-- An operator vanishes exactly when its matrix in the eigenbasis of `ρ` vanishes. -/
theorem eigenRep_eq_zero_iff (hρ : ρ.PosDef) (A : Matrix n n ℂ) :
    eigenRep hρ A = 0 ↔ A = 0 := by
  constructor
  · intro h
    calc A = (eigU hρ * (eigU hρ)ᴴ) * A * (eigU hρ * (eigU hρ)ᴴ) := by
          rw [(eigU_unitary hρ).2, one_mul, mul_one]
      _ = eigU hρ * eigenRep hρ A * (eigU hρ)ᴴ := by simp only [eigenRep, mul_assoc]
      _ = 0 := by rw [h, mul_zero, zero_mul]
  · rintro rfl
    simp [eigenRep]

/-- In the eigenbasis of `ρ`, the commutator of `ρ` with `A` has the matrix elements of `A`
multiplied by population differences. -/
theorem eigenRep_commutator (hρ : ρ.PosDef) (A : Matrix n n ℂ) (i j : n) :
    eigenRep hρ (ρ * A - A * ρ) i j =
      ((pop hρ i : ℂ) - (pop hρ j : ℂ)) * eigenRep hρ A i j := by
  have hr : eigU hρ * diagonal (fun i => (pop hρ i : ℂ)) * (eigU hρ)ᴴ = ρ := by
    simpa only [power, Real.rpow_one] using (power_zero_one hρ).2
  have hU := (eigU_unitary hρ).1
  have h1 : (eigU hρ)ᴴ * ρ = diagonal (fun i => (pop hρ i : ℂ)) * (eigU hρ)ᴴ := by
    calc (eigU hρ)ᴴ * ρ
        = (eigU hρ)ᴴ * (eigU hρ * diagonal (fun i => (pop hρ i : ℂ)) * (eigU hρ)ᴴ) := by rw [hr]
      _ = ((eigU hρ)ᴴ * eigU hρ) * diagonal (fun i => (pop hρ i : ℂ)) * (eigU hρ)ᴴ := by
          simp only [mul_assoc]
      _ = _ := by rw [hU, one_mul]
  have h2 : ρ * eigU hρ = eigU hρ * diagonal (fun i => (pop hρ i : ℂ)) := by
    calc ρ * eigU hρ
        = (eigU hρ * diagonal (fun i => (pop hρ i : ℂ)) * (eigU hρ)ᴴ) * eigU hρ := by rw [hr]
      _ = _ := by rw [mul_assoc, hU, mul_one]
  have h : eigenRep hρ (ρ * A - A * ρ) = diagonal (fun i => (pop hρ i : ℂ)) * eigenRep hρ A -
      eigenRep hρ A * diagonal (fun i => (pop hρ i : ℂ)) := by
    calc eigenRep hρ (ρ * A - A * ρ)
        = ((eigU hρ)ᴴ * ρ) * A * eigU hρ - (eigU hρ)ᴴ * A * (ρ * eigU hρ) := by
          simp only [eigenRep, mul_sub, sub_mul, mul_assoc]
      _ = _ := by rw [h1, h2]; simp only [eigenRep, mul_assoc]
  rw [h, Matrix.sub_apply, diagonal_mul, mul_diagonal]
  ring

/-- Canonical correlation bound: the Kubo quantity is real and nonnegative, vanishes only for
`A = 0`, and is at most the symmetrised second moment `½ Tr ρ(A†A + AA†)`. -/
theorem canonical_correlation_bound (hρ : ρ.PosDef) (A : Matrix n n ℂ) :
    0 ≤ kubo hρ A ∧ (kubo hρ A = 0 ↔ A = 0) ∧
      kubo hρ A ≤ 1 / 2 * trace (ρ * (Aᴴ * A + A * Aᴴ)) := by
  have hm := fun j i => kuboMean_bounds (hρ.eigenvalues_pos j) (hρ.eigenvalues_pos i)
  have h0 : ∀ j i, 0 ≤ kuboMean (pop hρ j) (pop hρ i) * Complex.normSq (eigenRep hρ A i j) :=
    fun j i => mul_nonneg (hm j i).1.le (Complex.normSq_nonneg _)
  refine ⟨?_, ⟨fun h => ?_, ?_⟩, ?_⟩
  · rw [kubo_eq_sum]
    exact Complex.zero_le_real.2 (Finset.sum_nonneg fun j _ => Finset.sum_nonneg fun i _ => h0 j i)
  · -- a vanishing sum of nonnegative terms forces every matrix element to vanish
    rw [kubo_eq_sum, Complex.ofReal_eq_zero, Finset.sum_eq_zero_iff_of_nonneg
      fun j _ => Finset.sum_nonneg fun i _ => h0 j i] at h
    refine (eigenRep_eq_zero_iff hρ A).1 ?_
    ext i j
    have hij := (Finset.sum_eq_zero_iff_of_nonneg fun i _ => h0 j i).1
      (h j (Finset.mem_univ j)) i (Finset.mem_univ i)
    exact Complex.normSq_eq_zero.1 ((mul_eq_zero.1 hij).resolve_left (hm j i).1.ne')
  · rintro rfl
    simp [kubo]
  · rw [kubo_eq_sum, symmetrized_eq_sum hρ]
    exact Complex.real_le_real.2 (Finset.sum_le_sum fun j _ => Finset.sum_le_sum fun i _ =>
      mul_le_mul_of_nonneg_right (hm j i).2.1 (Complex.normSq_nonneg _))

/-- The Kubo quantity equals the symmetrised second moment exactly when `A` commutes
with `ρ`. -/
theorem kubo_eq_symmetrized_iff (hρ : ρ.PosDef) (A : Matrix n n ℂ) :
    kubo hρ A = 1 / 2 * trace (ρ * (Aᴴ * A + A * Aᴴ)) ↔ ρ * A = A * ρ := by
  have hm := fun j i => kuboMean_bounds (hρ.eigenvalues_pos j) (hρ.eigenvalues_pos i)
  have hle : ∀ j i, kuboMean (pop hρ j) (pop hρ i) * Complex.normSq (eigenRep hρ A i j) ≤
      (pop hρ j + pop hρ i) / 2 * Complex.normSq (eigenRep hρ A i j) :=
    fun j i => mul_le_mul_of_nonneg_right (hm j i).2.1 (Complex.normSq_nonneg _)
  rw [kubo_eq_sum, symmetrized_eq_sum hρ, Complex.ofReal_inj, Finset.sum_eq_sum_iff_of_le
    fun j _ => Finset.sum_le_sum fun i _ => hle j i]
  constructor
  · intro h
    refine sub_eq_zero.1 ((eigenRep_eq_zero_iff hρ _).1 ?_)
    ext i j
    have hij := (Finset.sum_eq_sum_iff_of_le fun i _ => hle j i).1
      (h j (Finset.mem_univ j)) i (Finset.mem_univ i)
    rw [eigenRep_commutator, Matrix.zero_apply]
    rcases mul_eq_mul_right_iff.1 hij with e | e
    · have e' : pop hρ j = pop hρ i := (hm j i).2.2.1 e
      rw [e', sub_self, zero_mul]
    · rw [Complex.normSq_eq_zero.1 e, mul_zero]
  · intro h j _
    refine Finset.sum_congr rfl fun i _ => ?_
    have e := eigenRep_commutator hρ A i j
    rw [(eigenRep_eq_zero_iff hρ _).2 (sub_eq_zero.2 h), Matrix.zero_apply] at e
    rcases mul_eq_zero.1 e.symm with e | e
    · have e' : pop hρ j = pop hρ i := (Complex.ofReal_inj.1 (sub_eq_zero.1 e)).symm
      exact congrArg (· * _) ((hm j i).2.2.2 e')
    · rw [e, Complex.normSq_zero, mul_zero, mul_zero]

end

end CanonicalCorrelationBound
```

```lean
#print axioms CanonicalCorrelationBound.canonical_correlation_bound
-- 'CanonicalCorrelationBound.canonical_correlation_bound' depends on axioms: [propext, Classical.choice, Quot.sound]
#print axioms CanonicalCorrelationBound.kubo_eq_symmetrized_iff
-- 'CanonicalCorrelationBound.kubo_eq_symmetrized_iff' depends on axioms: [propext, Classical.choice, Quot.sound]
```

## Two inequalities between complex numbers

The Kubo quantity, `kubo hρ A` in the code, is

$$K(A)=\int_0^1 \mathrm{Tr}\left(\rho^{1-s}A^\dagger\rho^{s}A\right)ds .$$

The theorem `canonical_correlation_bound` makes three statements about it: $0\le K(A)$; $K(A)=0$ exactly when $A=0$; and $K(A)\le\tfrac12\mathrm{Tr}\,\rho(A^\dagger A+AA^\dagger)$. The order on `ℂ` compares real parts and requires equal imaginary parts, so `0 ≤ kubo hρ A` says that $K(A)$ is real as well as nonnegative. A second theorem, `kubo_eq_symmetrized_iff`, says that the upper bound is attained exactly when $\rho A=A\rho$.

The type `n` labels a finite basis, and `Aᴴ` is $A^\dagger$. The hypothesis `hρ : ρ.PosDef` makes $\rho$ Hermitian with strictly positive eigenvalues. Trace one is not assumed; a density matrix is the normalised case. Nor need $A$ be Hermitian. The definition `power hρ s` raises the eigenvalues to the power $s$ and keeps the eigenvectors, and `power_zero_one` confirms that $\rho^0=1$ and $\rho^1=\rho$.

## Static response of a thermal state

Positive definiteness means that every state has nonzero population. This holds for a Gibbs state $\rho=e^{-\beta H}/Z$ of a finite system at finite positive temperature, where $H$ is the Hamiltonian, $\beta$ the inverse temperature and $Z$ the partition function. It excludes pure states in dimension two or more. With $\lambda=s\beta$ and the thermal average $\langle X\rangle=\mathrm{Tr}(\rho X)$, the Kubo quantity of the Gibbs state takes its familiar imaginary-time form,

$$K(A)=\frac1\beta\int_0^\beta\left\langle e^{\lambda H}A^\dagger e^{-\lambda H}A\right\rangle d\lambda .$$

Let $A$ be Hermitian, and let a small static field $f$ change the Hamiltonian to $H-fA$. If the system is in the Gibbs state of the new Hamiltonian at the same temperature, the derivative of $\langle A\rangle$ with respect to $f$ at $f=0$ is the isothermal susceptibility $\beta K(A-\langle A\rangle)$. For a finite system the bound then says that the equilibrium variance times $\beta$ is never smaller than this susceptibility, and that the two agree exactly when $A$ commutes with $\rho$. The susceptibility formula is quoted here and is not proved in the code. Infinite-dimensional systems and time-dependent response are not covered.

## Populations as weights

Let $U$ be the unitary matrix of eigenvectors of $\rho$ and $p_i>0$ its eigenvalues, so that $\rho=UDU^\dagger$ with $D=\mathrm{diag}(p_i)$. Put $B=U^\dagger AU$. Since the trace is cyclic, for real $s$ and $t$

$$\mathrm{Tr}(\rho^sA^\dagger\rho^tA)=\mathrm{Tr}(D^sB^\dagger D^tB)=\sum_j\sum_i p_j^s\,p_i^t\,|B_{ij}|^2 .$$

Replacing $(s,t)$ by $(1-s,s)$ and integrating gives

$$K(A)=\sum_j\sum_i m(p_j,p_i)\,|B_{ij}|^2,\qquad m(a,b)=\int_0^1a^{1-s}b^s\,ds .$$

The choices $(1,0)$ and $(0,1)$ give $\mathrm{Tr}(\rho A^\dagger A)=\sum_j\sum_i p_j|B_{ij}|^2$ and $\mathrm{Tr}(\rho AA^\dagger)=\mathrm{Tr}(A^\dagger\rho A)=\sum_j\sum_i p_i|B_{ij}|^2$. Half their sum is

$$\tfrac12\mathrm{Tr}\,\rho(A^\dagger A+AA^\dagger)=\sum_j\sum_i\frac{p_j+p_i}{2}\,|B_{ij}|^2 .$$

It remains to compare the weights. For $a,b>0$ the integrand of $m$ is positive, so $m(a,b)>0$. Concavity of the logarithm gives $a^{1-s}b^s\le(1-s)a+sb$ for $0\le s\le1$, and integration yields

$$m(a,b)\le\int_0^1\left[(1-s)a+sb\right]ds=\frac{a+b}{2}.$$

If $a=b$, the integrand of $m$ is constantly $a$ and equality holds. If $a\ne b$, the gap at $s=\tfrac12$ is $\tfrac12(\sqrt a-\sqrt b)^2>0$. By continuity it stays positive on a neighbourhood, so the integrated inequality is strict.

Every term of $K(A)$ is therefore nonnegative and at most the corresponding term of the symmetrised moment, which proves both bounds. If $K(A)=0$, every term vanishes; as the weights are positive, $B=0$ and $A=UBU^\dagger=0$. Conversely, $K(0)=0$.

The two sums are equal exactly when they agree term by term, that is, when $B_{ij}=0$ or $p_i=p_j$ for each pair. This is the condition $(p_i-p_j)B_{ij}=0$. These numbers are the entries of $DB-BD=U^\dagger(\rho A-A\rho)U$, so the condition is $\rho A=A\rho$.

## Populations three quarters and one quarter

Take $\rho=\mathrm{diag}(\tfrac34,\tfrac14)$ and $A=\sigma_x$, the Pauli matrix with off-diagonal entries 1. For $a\ne b$, writing $a^{1-s}b^s=a\,e^{s\ln(b/a)}$ gives $m(a,b)=(b-a)/\ln(b/a)$. The two off-diagonal entries contribute equally, so

$$K(\sigma_x)=2\cdot\frac{1/2}{\ln3}=\frac1{\ln3}\approx0.910 .$$

Since $\sigma_x^2=1$, the upper bound is $\mathrm{Tr}\,\rho=1$. For $\sigma_z=\mathrm{diag}(1,-1)$, which commutes with $\rho$, both sides equal 1.

## The same argument in Lean

The matrix $B$ is `eigenRep hρ A`, the populations are `pop hρ i`, and $m$ is `kuboMean`. The lemma `trace_power` is the double sum for general $s$ and $t$: `trace_mul_comm` moves the outer unitary around the trace, and the diagonal products are then expanded entry by entry. `kubo_eq_sum` exchanges the integral with the finite sums, using continuity of each term in $s$. `symmetrized_eq_sum` specialises `trace_power` to the exponents $(1,0)$ and $(0,1)$.

The comparison of the weights is `kuboMean_bounds`. It takes the weighted mean inequality from Mathlib, evaluates the linear integral by an antiderivative, and obtains strictness from a lemma that needs continuity, a pointwise inequality and one point of strict inequality. That point is $s=\tfrac12$, where the square of $\sqrt a-\sqrt b$ appears as above.

In `canonical_correlation_bound`, the bounds follow by summing termwise inequalities, while `Finset.sum_eq_zero_iff_of_nonneg` turns a vanishing sum into vanishing terms. `eigenRep_eq_zero_iff` then carries $B=0$ back to $A=0$. For the equality case, `Finset.sum_eq_sum_iff_of_le` reduces equal sums to equal terms, and `eigenRep_commutator` supplies the factor $p_i-p_j$ that links those terms to the commutator.
